# Two cores coupled through a common shell act as springs in series

Two cores are tied to one shell by harmonic springs with real constants `k` and `g`, where `k + g ≠ 0`, and each core and the shell has a single coordinate. Eliminating the shell gives the effective force-constant matrix A − B S⁻¹ Bᵀ, with A = diag(k, g), B the column (−k, −g) and S the 1×1 matrix (k + g). The theorem says that this matrix equals kg/(k + g) times the matrix with rows (1, −1) and (−1, 1), which is that of a single spring of constant kg/(k + g) between the cores. The attempt first computes the inverse of S, then compares the two sides entry by entry with `simp`, `field_simp` and `ring`.

As first written in Lean, the proof fails:

```lean
import Mathlib

open Matrix

namespace SpringsInSeries

noncomputable section

variable {m n : Type*} [Fintype m] [Fintype n] [DecidableEq n]

/-- The effective force-constant matrix of the cores after elimination of the shells,
for invertible `S`. -/
def coreMatrix (A : Matrix m m ℝ) (B : Matrix m n ℝ) (S : Matrix n n ℝ) : Matrix m m ℝ :=
  A - B * S⁻¹ * Bᵀ

/-- Two cores tied to one common shell by springs `k` and `g` with `k + g ≠ 0` interact, after
elimination of the shell, through a single spring of constant `k g / (k + g)`. -/
theorem springs_in_series (k g : ℝ) (h : k + g ≠ 0) :
    coreMatrix !![k, 0; 0, g] !![-k; -g] !![k + g] =
      (k * g / (k + g)) • !![1, -1; -1, 1] := by
  have hinv : (!![k + g] : Matrix (Fin 1) (Fin 1) ℝ)⁻¹ = !![(k + g)⁻¹] := by
    apply inv_eq_right_inv
    ext i j
    fin_cases i
    fin_cases j
    simp [Matrix.mul_apply, mul_inv_cancel₀ h]
  rw [coreMatrix, hinv]
  ext i j
  fin_cases i <;> fin_cases j <;>
    simp [Matrix.mul_apply] <;> field_simp <;> ring

end

end SpringsInSeries
```

Compiling this gives:

```
Try this:
  [apply] ring_nf
  
  The `ring` tactic failed to close the goal. Use `ring_nf` to obtain a normal form.
    
  Note that `ring` works primarily in *commutative* rings. If you have a noncommutative ring, abelian group or module, consider using `noncomm_ring`, `abel` or `module` instead.
Try this:
  [apply] ring_nf
  
  The `ring` tactic failed to close the goal. Use `ring_nf` to obtain a normal form.
    
  Note that `ring` works primarily in *commutative* rings. If you have a noncommutative ring, abelian group or module, consider using `noncomm_ring`, `abel` or `module` instead.
Try this:
  [apply] ring_nf
  
  The `ring` tactic failed to close the goal. Use `ring_nf` to obtain a normal form.
    
  Note that `ring` works primarily in *commutative* rings. If you have a noncommutative ring, abelian group or module, consider using `noncomm_ring`, `abel` or `module` instead.
Try this:
  [apply] ring_nf
  
  The `ring` tactic failed to close the goal. Use `ring_nf` to obtain a normal form.
    
  Note that `ring` works primarily in *commutative* rings. If you have a noncommutative ring, abelian group or module, consider using `noncomm_ring`, `abel` or `module` instead.
Main.lean:20:46: error: unsolved goals
case «0».«0»
k g : ℝ
h : k + g ≠ 0
hinv : !![k + g]⁻¹ = !![(k + g)⁻¹]
⊢ k * g - k * (![-(k * (k + g)⁻¹)] ᵥ* !![-k; -g]ᵀ) 0 + k ^ 2 - g * (![-(k * (k + g)⁻¹)] ᵥ* !![-k; -g]ᵀ) 0 = k * g

case «0».«1»
k g : ℝ
h : k + g ≠ 0
hinv : !![k + g]⁻¹ = !![(k + g)⁻¹]
⊢ k * (![-(k * (k + g)⁻¹)] ᵥ* !![-k; -g]ᵀ) 1 + g * (![-(k * (k + g)⁻¹)] ᵥ* !![-k; -g]ᵀ) 1 = k * g

case «1».«0»
k g : ℝ
h : k + g ≠ 0
hinv : !![k + g]⁻¹ = !![(k + g)⁻¹]
⊢ k * (![-(g * (k + g)⁻¹)] ᵥ* !![-k; -g]ᵀ) 0 + g * (![-(g * (k + g)⁻¹)] ᵥ* !![-k; -g]ᵀ) 0 = k * g

case «1».«1»
k g : ℝ
h : k + g ≠ 0
hinv : !![k + g]⁻¹ = !![(k + g)⁻¹]
⊢ k * g - k * (![-(g * (k + g)⁻¹)] ᵥ* !![-k; -g]ᵀ) 1 - g * (![-(g * (k + g)⁻¹)] ᵥ* !![-k; -g]ᵀ) 1 + g ^ 2 = k * g
Main.lean:30:10: warning: This simp argument is unused:
  Matrix.mul_apply

Hint: Omit it from the simp argument list.
  [apply] simp

Note: This linter can be disabled with `set_option linter.unusedSimpArgs false`
```

The mended proof, as a diff:

```diff
@@ -25,8 +25,12 @@
     fin_cases j
     simp [Matrix.mul_apply, mul_inv_cancel₀ h]
-  rw [coreMatrix, hinv]
+  have ht : (!![-k; -g] : Matrix (Fin 2) (Fin 1) ℝ)ᵀ = !![-k, -g] := by
+    ext i j
+    fin_cases i
+    fin_cases j <;> rfl
+  rw [coreMatrix, hinv, ht]
   ext i j
   fin_cases i <;> fin_cases j <;>
-    simp [Matrix.mul_apply] <;> field_simp <;> ring
+    simp <;> field_simp <;> ring
 
 end
```

The error shows one unsolved goal for each of the four matrix entries. In each, a factor such as `(![-(k * (k + g)⁻¹)] ᵥ* !![-k; -g]ᵀ) 0` remains: a row vector times the transposed column, which `simp` has not worked out to a number. `ring` can't look inside this factor, so it can't prove the equation. The four "Try this" messages report the same failures, and the `ring_nf` they suggest would not evaluate the product either.

The repair proves `ht`, which says that the transpose of the column `!![-k; -g]` is the explicit row `!![-k, -g]`, and rewrites with it before the entries are compared. With no transpose left in the product, `simp` can compute the entries, and `field_simp` and `ring` finish the algebra.

Dropping `Matrix.mul_apply` from the last `simp` is mere tidying: the warning says it was unused there.
